# Time averages of finite Fourier sums along a nonresonant linear flow

An integrable Hamiltonian system with $n$ degrees of freedom, written in action-angle variables $(J, x)$, has a Hamiltonian $H(J)$ that depends on the actions alone. The actions stay constant and the angles advance uniformly, $x(t) = x_0 + t\omega$, where $x_0 \in \mathbb{R}^n$ is the vector of initial angles and $\omega = \partial H/\partial J \in \mathbb{R}^n$ is the vector of angular frequencies. A simulation follows one such trajectory and accumulates the running mean of an observable $f$. The question is whether this mean settles to a value that is independent of $x_0$, which value that is, and how fast each oscillating contribution dies out.

## The bound and the limits

For an integer vector $k \in \mathbb{Z}^n$ and a real vector $x$ write $k\cdot x = \sum_j k_j x_j$. At fixed actions the observable is taken to be a finite Fourier sum of the angles,

$$f(x) = \sum_{k \in S} c_k\, e^{i k\cdot x},$$

with complex coefficients $c_k$ that vanish outside a finite set $S \subset \mathbb{Z}^n$. The symbol $c_0$ denotes the coefficient of the zero vector. For a complex function $g$ of time the average over $[0,T]$ is

$$A_T[g] = \frac{1}{T}\int_0^T g(t)\,dt .$$

The frequency vector $\omega$ is called nonresonant if $k\cdot\omega \neq 0$ for every $k \neq 0$. The basic estimate concerns one oscillation with real angular frequency $a \neq 0$ and holds for every $T > 0$:

$$\bigl|A_T[e^{iat}]\bigr| \le \frac{2}{|a|\,T}.$$

For arbitrary $\omega$ the average along the trajectory converges to a sum over the resonant modes,

$$\lim_{T\to\infty} A_T[f(x_0 + t\omega)] = \sum_{k \in S,\; k\cdot\omega = 0} c_k\, e^{i k\cdot x_0},$$

and for nonresonant $\omega$ this limit is $c_0$ for every $x_0$. Conversely, if the limit is $c_0$ for all finite Fourier sums and all $x_0$, then $\omega$ is nonresonant.

## Where a code relies on it

A code that replaces an average over uniformly distributed initial phases, at fixed actions, by an average along one long trajectory can rely on this result if the motion is exactly integrable, the observable has finitely many harmonics, as for a polynomial in the coordinates and momenta of uncoupled harmonic normal modes, and none of its harmonics with $k \neq 0$ is resonant. The number $c_0$ is the mean of $f$ over the angle torus $[0,2\pi)^n$, because the mean of $e^{ik\cdot x}$ vanishes for $k \neq 0$. When two modes share a frequency, as symmetry can enforce, the replacement fails for some observables: with $\omega = (1,1)$ and $k = (1,-1)$, the observable $\cos(k\cdot x)$ has $c_0 = 0$, while its time average is $\cos(k\cdot x_0)$ for every $T > 0$.

The same formula governs a quantum expectation value in a superposition of finitely many stationary states with energies $E_j$: the frequencies are $E_j/\hbar$, each term oscillates at a difference of two of them, and the terms that survive the long-time average are those between equal energies.

## Derivation

Take $a \neq 0$ and $T > 0$. The antiderivative of $e^{iat}$ is $e^{iat}/(ia)$, so

$$A_T[e^{iat}] = \frac{1}{T}\,\frac{e^{iaT} - e^{ia\cdot 0}}{ia}.$$

Both boundary terms have modulus one, the triangle inequality bounds their difference by $2$, and $|ia| = |a|$. This gives the bound $2/(|a|T)$, which tends to zero as $T \to \infty$, and the average tends to zero with it. For $a = 0$ the integrand is $1$, the integral is $T$, and the average equals $1$ for every $T > 0$. The limit of $A_T[e^{iat}]$ is therefore $1$ for $a = 0$ and $0$ otherwise.

Along the trajectory the phase of mode $k$ is linear in time,

$$k\cdot(x_0 + t\omega) = k\cdot x_0 + (k\cdot\omega)\,t ,$$

so each mode splits into a constant phase and an oscillation, $e^{ik\cdot(x_0 + t\omega)} = e^{ik\cdot x_0}\, e^{i(k\cdot\omega)t}$. Each term is continuous in $t$ and the sum is finite, so the integral passes inside the sum and the constant factors come out of it:

$$A_T[f(x_0 + t\omega)] = \sum_{k\in S} c_k\, e^{ik\cdot x_0}\, A_T[e^{i(k\cdot\omega)t}].$$

The limit of a finite sum is the sum of the limits. The factor $A_T[e^{i(k\cdot\omega)t}]$ tends to $1$ if $k\cdot\omega = 0$ and to $0$ otherwise, which leaves the sum over resonant modes.

For nonresonant $\omega$ the condition $k\cdot\omega = 0$ holds only for $k = 0$. If $0 \in S$, the surviving term is $c_0 e^{0} = c_0$. If $0 \notin S$, no term survives and $c_0 = 0$, so the limit is again $c_0$.

For the converse, suppose that some $k \neq 0$ has $k\cdot\omega = 0$. Choose $f(x) = e^{ik\cdot x}$, for which $c_k = 1$ and $c_0 = 0$, and start at $x_0 = 0$. The resonant formula gives the limit $e^{ik\cdot 0}$, which is not zero, while the assumed property gives the limit $c_0 = 0$. A function of $T$ has at most one limit, so no such $k$ exists.

An example with two frequencies, indexed by $0$ and $1$, is $\omega = (1, \sqrt 2)$. Suppose $k_0 + k_1\sqrt 2 = 0$ with integers $k_0, k_1$. If $k_1 = 0$ then $k_0 = 0$ and $k$ is the zero vector. If $k_1 \neq 0$ then $\sqrt 2 = -k_0/k_1$ would be rational, which it is not.

For nonresonant $\omega$ and $T > 0$, the identity for $A_T[f]$ and the single-mode bound combine, through the triangle inequality, into an error estimate for a finite run,

$$\bigl|A_T[f(x_0+t\omega)] - c_0\bigr| \le \frac{2}{T}\sum_{k\in S,\;k\neq 0} \frac{|c_k|}{|k\cdot\omega|}.$$

## The Lean file

```lean
import Mathlib

open Complex Filter Topology

namespace TorusTimeAverage

noncomputable section

variable {n : Type*} [Fintype n]

/-- The product `k · x` of an integer wave vector with a real vector of angles or frequencies. -/
def pairing (k : n → ℤ) (x : n → ℝ) : ℝ := ∑ j, (k j : ℝ) * x j

/-- A frequency vector is nonresonant if `k · ω ≠ 0` for every nonzero integer vector `k`. -/
def Nonresonant (ω : n → ℝ) : Prop := ∀ k : n → ℤ, k ≠ 0 → pairing k ω ≠ 0

/-- The finite Fourier sum `f(x) = ∑ₖ cₖ exp(i k · x)` of the angle variables. -/
def fourierSum (c : (n → ℤ) →₀ ℂ) (x : n → ℝ) : ℂ :=
  ∑ k ∈ c.support, c k * cexp (I * pairing k x)

/-- The oscillation `exp(i a t)` with angular frequency `a`. -/
def oscillation (a t : ℝ) : ℂ := cexp (I * a * t)

/-- The time average `(1/T) ∫₀ᵀ g(t) dt`. -/
def timeAverage (g : ℝ → ℂ) (T : ℝ) : ℂ := (T : ℂ)⁻¹ * ∫ t in (0 : ℝ)..T, g t

/-- For `a ≠ 0` and `T > 0` the average of `exp(i a t)` over `[0, T]` has modulus at most
`2 / (|a| T)`. -/
theorem oscillation_average_bound {a T : ℝ} (ha : a ≠ 0) (hT : 0 < T) :
    ‖timeAverage (oscillation a) T‖ ≤ 2 / (|a| * T) := by
  have hc : I * (a : ℂ) ≠ 0 := mul_ne_zero I_ne_zero (ofReal_ne_zero.mpr ha)
  have h1 : ∀ s : ℝ, ‖cexp (I * a * s)‖ = 1 := by
    intro s
    rw [Complex.norm_exp]
    simp
  -- the two boundary terms are phases
  have h2 : ‖cexp (I * a * T) - cexp (I * a * ((0 : ℝ) : ℂ))‖ ≤ 2 :=
    (norm_sub_le _ _).trans (by rw [h1, h1]; norm_num)
  have h3 : ‖I * (a : ℂ)‖ = |a| := by simp
  have h4 : ‖(T : ℂ)⁻¹‖ = T⁻¹ := by
    rw [norm_inv, Complex.norm_real, Real.norm_of_nonneg hT.le]
  have h5 : 0 < |a| := abs_pos.mpr ha
  simp only [timeAverage, oscillation]
  rw [integral_exp_mul_complex hc, norm_mul, norm_div, h3, h4]
  calc T⁻¹ * (‖cexp (I * a * T) - cexp (I * a * ((0 : ℝ) : ℂ))‖ / |a|)
      ≤ T⁻¹ * (2 / |a|) := by gcongr
    _ = 2 / (|a| * T) := by field_simp

/-- As `T → ∞` the average of `exp(i a t)` tends to `1` if `a = 0` and to `0` otherwise. -/
theorem oscillation_average_tendsto (a : ℝ) :
    Tendsto (timeAverage (oscillation a)) atTop (𝓝 (if a = 0 then 1 else 0)) := by
  by_cases ha : a = 0
  · rw [if_pos ha]
    refine tendsto_const_nhds.congr' ?_
    filter_upwards [eventually_gt_atTop (0 : ℝ)] with T hT
    have hT' : (T : ℂ) ≠ 0 := ofReal_ne_zero.mpr hT.ne'
    simp [timeAverage, oscillation, ha, hT']
  · rw [if_neg ha]
    have hg : Tendsto (fun T : ℝ => 2 / (|a| * T)) atTop (𝓝 0) :=
      tendsto_const_nhds.div_atTop (Tendsto.const_mul_atTop (abs_pos.mpr ha) tendsto_id)
    refine squeeze_zero_norm' ?_ hg
    filter_upwards [eventually_gt_atTop (0 : ℝ)] with T hT
    exact oscillation_average_bound ha hT

/-- Along the motion `x₀ + t ω` the average of a finite Fourier sum is the sum over modes of
`cₖ exp(i k · x₀)` times the average of the oscillation with frequency `k · ω`. -/
theorem average_fourierSum (c : (n → ℤ) →₀ ℂ) (ω x₀ : n → ℝ) (T : ℝ) :
    timeAverage (fun t => fourierSum c (x₀ + t • ω)) T =
      ∑ k ∈ c.support, c k * cexp (I * pairing k x₀) *
        timeAverage (oscillation (pairing k ω)) T := by
  have hp : ∀ (k : n → ℤ) (t : ℝ),
      pairing k (x₀ + t • ω) = pairing k x₀ + pairing k ω * t := by
    intro k t
    simp only [pairing, Pi.add_apply, Pi.smul_apply, smul_eq_mul, Finset.sum_mul,
      ← Finset.sum_add_distrib]
    exact Finset.sum_congr rfl fun j _ => by ring
  -- each mode factorises into an initial phase and an oscillation in time
  have hf : ∀ t : ℝ, fourierSum c (x₀ + t • ω) =
      ∑ k ∈ c.support, c k * cexp (I * pairing k x₀) * oscillation (pairing k ω) t := by
    intro t
    refine Finset.sum_congr rfl fun k _ => ?_
    rw [hp, oscillation, mul_assoc (c k), ← Complex.exp_add]
    congr 2
    push_cast
    ring
  have hint : ∀ k ∈ c.support, IntervalIntegrable
      (fun t : ℝ => c k * cexp (I * pairing k x₀) * oscillation (pairing k ω) t)
      MeasureTheory.volume 0 T := by
    intro k _
    apply Continuous.intervalIntegrable
    unfold oscillation
    fun_prop
  simp only [timeAverage, hf]
  rw [intervalIntegral.integral_finsetSum hint, Finset.mul_sum]
  refine Finset.sum_congr rfl fun k _ => ?_
  rw [intervalIntegral.integral_const_mul]
  ring

/-- For any frequency vector the time average of a finite Fourier sum tends to the sum of
`cₖ exp(i k · x₀)` over the resonant modes, those with `k · ω = 0`. -/
theorem average_tendsto_resonant (c : (n → ℤ) →₀ ℂ) (ω x₀ : n → ℝ) :
    Tendsto (timeAverage fun t => fourierSum c (x₀ + t • ω)) atTop
      (𝓝 (∑ k ∈ c.support with pairing k ω = 0, c k * cexp (I * pairing k x₀))) := by
  have h := tendsto_finsetSum c.support fun k _ =>
    (oscillation_average_tendsto (pairing k ω)).const_mul (c k * cexp (I * pairing k x₀))
  simp only [mul_ite, mul_one, mul_zero] at h
  rw [Finset.sum_filter]
  exact h.congr fun T => (average_fourierSum c ω x₀ T).symm

/-- For nonresonant frequencies the time average of a finite Fourier sum along `x₀ + t ω`
tends to the zeroth coefficient `c₀`, for every initial angle `x₀`. -/
theorem average_tendsto_zero_mode {ω : n → ℝ} (hω : Nonresonant ω)
    (c : (n → ℤ) →₀ ℂ) (x₀ : n → ℝ) :
    Tendsto (timeAverage fun t => fourierSum c (x₀ + t • ω)) atTop (𝓝 (c 0)) := by
  -- only k = 0 is resonant
  have hs : (∑ k ∈ c.support with pairing k ω = 0, c k * cexp (I * pairing k x₀)) = c 0 := by
    rw [Finset.sum_eq_single 0]
    · simp [pairing]
    · intro k hk hk0
      exact absurd (Finset.mem_filter.mp hk).2 (hω k hk0)
    · intro h
      have h0 : c 0 = 0 := by
        by_contra hc
        exact h (Finset.mem_filter.mpr ⟨Finsupp.mem_support_iff.mpr hc, by simp [pairing]⟩)
      simp [h0]
  rw [← hs]
  exact average_tendsto_resonant c ω x₀

/-- The time average tends to `c₀` for all finite Fourier sums and all initial angles exactly
when the frequency vector is nonresonant. -/
theorem nonresonant_iff (ω : n → ℝ) :
    Nonresonant ω ↔ ∀ (c : (n → ℤ) →₀ ℂ) (x₀ : n → ℝ),
      Tendsto (timeAverage fun t => fourierSum c (x₀ + t • ω)) atTop (𝓝 (c 0)) := by
  classical
  refine ⟨average_tendsto_zero_mode, fun H k hk hk0 => ?_⟩
  -- a single resonant mode k ≠ 0 has c₀ = 0 but a nonzero limit
  have h := tendsto_nhds_unique (average_tendsto_resonant (Finsupp.single k 1) ω 0)
    (H (Finsupp.single k 1) 0)
  have hs : (Finsupp.single k (1 : ℂ)).support = {k} := by
    ext j
    rw [Finsupp.mem_support_single]
    simp
  rw [hs, Finset.filter_singleton, if_pos hk0, Finset.sum_singleton, Finsupp.single_eq_same,
    Finsupp.single_apply, if_neg hk] at h
  exact mul_ne_zero one_ne_zero (Complex.exp_ne_zero _) h

/-- The frequency vector `(1, √2)` is nonresonant. -/
theorem nonresonant_witness : Nonresonant ![1, Real.sqrt 2] := by
  intro k hk h
  have h' : (k 0 : ℝ) + k 1 * Real.sqrt 2 = 0 := by
    simpa [pairing, Fin.sum_univ_two] using h
  by_cases h1 : k 1 = 0
  · have h0 : k 0 = 0 := by simpa [h1] using h'
    apply hk
    funext i
    fin_cases i
    · exact h0
    · exact h1
  · have h1' : (k 1 : ℝ) ≠ 0 := Int.cast_ne_zero.mpr h1
    refine irrational_sqrt_two ⟨(-(k 0 : ℚ)) / (k 1 : ℚ), ?_⟩
    push_cast
    rw [div_eq_iff h1']
    linarith

end

end TorusTimeAverage
```

```lean
#print axioms TorusTimeAverage.nonresonant_iff
```

```
'TorusTimeAverage.nonresonant_iff' depends on axioms: [propext, Classical.choice, Quot.sound]
```

## The statements in words

The degrees of freedom are labelled by a finite type `n`, angles and frequencies are functions `n → ℝ`, and wave vectors are functions `n → ℤ`. The definition `pairing k x` is $k\cdot x$, used for both angles and frequencies. The angles are plain real numbers and are never reduced modulo $2\pi$; the period $2\pi$ enters through the integer $k$ in the exponent $i\,k\cdot x$, which also fixes $\omega$ as an angular frequency in radians per unit time. The coefficients form a finitely supported family `c : (n → ℤ) →₀ ℂ`, whose support `c.support` is the set $S$ of wave vectors with $c_k \neq 0$, and `fourierSum c x` is $f(x)$. The coefficients are arbitrary complex numbers, so real observables, which have $c_{-k} = \overline{c_k}$, are a special case. In the file `I` is the imaginary unit; the actions $J$ and the Hamiltonian do not occur.

The function `oscillation a` is $t \mapsto e^{iat}$, `timeAverage g T` is $A_T[g]$, and `x₀ + t • ω` is the trajectory. A statement `Tendsto` with `atTop` says that the average converges as the real number $T$ goes to $+\infty$. At $T = 0$ Lean's inverse of zero makes the average $0$, which is why the case $a = 0$ is argued for $T > 0$ only; the limit is unaffected.

The theorem `oscillation_average_bound` is the single-mode bound under the hypotheses `ha : a ≠ 0` and `hT : 0 < T`, and `oscillation_average_tendsto` gives the limit of the average for every real $a$. The identity `average_fourierSum` holds for every $T$ and every $\omega$. The theorem `average_tendsto_resonant` has no hypothesis on $\omega$, and its limit is the sum over `c.support` filtered by `pairing k ω = 0`. The main theorem `average_tendsto_zero_mode` assumes `Nonresonant ω` and concludes convergence to `c 0` for every `c` and every `x₀`. The equivalence `nonresonant_iff` has on its right side a statement about all `c` and all `x₀` at once, and `nonresonant_witness` gives the example `![1, Real.sqrt 2]`. With a single angle, nonresonance means $\omega \neq 0$; with an empty index type the only wave vector is zero, $f$ is the constant $c_0$, and nonresonance holds trivially.

## The proof against the derivation

In `oscillation_average_bound` the rewrite with `integral_exp_mul_complex hc` is the antiderivative step, and it needs $ia \neq 0$, supplied by `hc`. The steps `h1` and `h2` state that the boundary terms are phases and that their difference has modulus at most $2$, while `h3` and `h4` compute the moduli of $ia$ and $1/T$. The closing `calc` block inserts the bound on the numerator with `gcongr` and rearranges to $2/(|a|T)$.

The proof of `oscillation_average_tendsto` splits on $a = 0$. In that case the average agrees with the constant $1$ for all $T > 0$, which `tendsto_const_nhds.congr'` turns into the limit. Otherwise `hg` shows $2/(|a|T) \to 0$, and `squeeze_zero_norm'` transfers this to the average through the bound.

In `average_fourierSum`, `hp` is the linearity of the phase in $t$ and `hf` is the factorisation of each mode. The step `hint` derives integrability of each term from continuity, which `intervalIntegral.integral_finsetSum` requires before sum and integral are exchanged, and `intervalIntegral.integral_const_mul` takes $c_k e^{ik\cdot x_0}$ out of the integral. Then `average_tendsto_resonant` multiplies each single-mode limit by its constant, adds the limits with `tendsto_finsetSum`, and uses `Finset.sum_filter` to identify the sum of terms that are either $c_k e^{ik\cdot x_0}$ or zero with the sum over resonant modes.

In `average_tendsto_zero_mode`, `Finset.sum_eq_single 0` produces three goals: the term at $k = 0$ equals $c_0$, no other wave vector passes the filter by `hω`, and if zero is missing from the filtered support then $c_0 = 0$. For the converse in `nonresonant_iff` the test family is `Finsupp.single k 1` with initial angles zero; `tendsto_nhds_unique` equates the two limits, and `Complex.exp_ne_zero` gives the contradiction. The witness follows the two cases on $k_1$ and ends with `irrational_sqrt_two`.

## Scope of the guarantee

The theorems guarantee the limit for every initial angle, with no exceptional set of starting points, for any finite number of angles and any finite set of modes. They give an explicit upper bound, decaying as $1/T$, for the average of one oscillation. The reading of $c_0$ as the mean over the torus and the summed error estimate for finite $T$ rest on the arguments written out above and are not theorems of the file.

The uniform motion $x_0 + t\omega$ with constant $\omega$ is assumed. The existence of action-angle variables is not derived, and coupling or anharmonic perturbations that change the actions are not covered. The result is the trigonometric-polynomial case of the Kronecker–Weyl equidistribution theorem. Averages of general continuous functions, infinite Fourier series and the density of the orbit in the torus take further arguments that are not given here (for continuous functions, uniform approximation by finite Fourier sums), and none of the statements here speaks about them.

With a single angle $|k\cdot\omega| \ge |\omega|$ for every $k \neq 0$, but with two or more angles nonresonance puts no positive lower bound on $|k\cdot\omega|$ over the nonzero integer vectors $k$. For $\omega = (1,\sqrt 2)$ and $k = (-7, 5)$ one has $k\cdot\omega \approx 0.071$, and the single-mode bound drops below $1$ only for $T$ above roughly $28$. The run length that guarantees a given accuracy through the summed estimate is set by the sum of the ratios $|c_k|/|k\cdot\omega|$ over the modes $k \neq 0$ present in $f$, so a small divisor matters in proportion to the size of its coefficient.

Floating-point numbers are rational, so a stored vector of two or more frequencies always admits a nonzero integer $k$ with $k\cdot\omega = 0$ and never satisfies `Nonresonant`. The statement that applies to it is `average_tendsto_resonant`: only wave vectors in $S$ enter, and if no nonzero $k \in S$ is resonant the surviving sum reduces to $c_0$. For the same reason, convergence to $c_0$ for one observable does not show that $\omega$ is nonresonant.

The average is an exact integral over continuous time. A mean over samples taken at a time step $\Delta t$ is a different quantity, in which a mode with $(k\cdot\omega)\Delta t$ equal to a multiple of $2\pi$ takes the same value at every sample, and the theorems do not apply to it, nor to the phase and rounding errors of an integrator.
